# Cascade capture in a Coulomb well by energy diffusion: the coefficient (4π/3) T (a/T)³, up to the phonon and normalisation prefactors

If every carrier that drops below the band edge near a charged centre is counted as captured, the capture rate comes out too large. A carrier bound by much less than the thermal energy can absorb phonons and return to the band. Capture is complete only when the carrier has moved so deep that return is improbable, and the rate depends on how easily it diffuses through all the binding energies in between.

For an attractive Coulomb centre this diffusion problem can be solved in closed form. Let the potential energy at distance r be −a/r, with a > 0, and let T > 0 be the temperature in energy units, so that Boltzmann's constant is absorbed. The length a/T, called the Coulomb radius here, is the distance at which the attraction equals the thermal energy. For capture by acoustic phonons, the coefficient is (4π/3) T (a/T)³ times a prefactor that does not depend on a. This prefactor contains the phonon coupling and the normalisation of the free carriers; it depends on temperature and is left out here. At fixed temperature the coefficient is cubic in the Coulomb radius.

Capture coefficients of this kind enter trap-assisted recombination rates in device simulation; the result here is for a classical carrier in an unscreened Coulomb well that exchanges energy in small steps with acoustic phonons through the deformation potential.

```lean
import Mathlib

open Real Filter Topology MeasureTheory Set

namespace CascadeCapture

noncomputable section
```

## The weight of a binding energy

Let E > 0 be the binding energy, so that the total energy is −E. At distance r the kinetic energy is a/r − E, which is positive for r < a/E. The energy-diffusion weight is the integral of its square over this allowed ball:

B(E) = 4π ∫₀^{a/E} r² (a/r − E)² dr.

The square stands for quasi-elastic scattering by acoustic phonons through the deformation potential, with thermally well-populated phonon modes. For local momentum p, the density of states gives a factor p, the scattering rate another p, and the mean squared energy exchange p². The product p⁴ is proportional to the squared kinetic energy. This form is postulated in the definition. The prefactor is left out; it contains the phonon coupling constant and, through the phonon populations, a factor T.

In Lean, `a` and `E` are real numbers and B(E) is `diffusionWeight a E`, an integral over the radius with the angular factor 4π already in front.

```lean
/-- Energy-diffusion weight at binding energy `E` in the Coulomb well `-a/r`: the integral of
the squared local kinetic energy over the classically allowed ball, without the phonon
coupling constant. -/
def diffusionWeight (a E : ℝ) : ℝ :=
  4 * π * ∫ r in (0 : ℝ)..(a / E), r ^ 2 * (a / r - E) ^ 2
```

## Resistance, coefficient and flux

Diffusion through a sequence of energies behaves like current through resistors in series. At binding energy E the equilibrium occupation is proportional to exp(E/T), so the resistance per unit energy is exp(−E/T)/B(E). The capture coefficient is the inverse of the total:

C = [∫₀^∞ exp(−E/T)/B(E) dE]⁻¹.

The domain `Ioi (0 : ℝ)` is the open half-line E > 0.

```lean
/-- Capture coefficient: the inverse of the total resistance to diffusion in binding energy. -/
def captureCoefficient (a T : ℝ) : ℝ :=
  (∫ E in Ioi (0 : ℝ), exp (-(E / T)) / diffusionWeight a E)⁻¹
```

This formula can be compared with the flux that it is meant to describe. Let χ(E) be the actual occupation divided by the equilibrium one. Diffusion that leaves equilibrium undisturbed has the flux

J(E) = −B(E) exp(E/T) χ′(E),

counted as positive towards deeper binding. It vanishes when χ is constant, as it must in equilibrium.

```lean
/-- Flux towards deeper binding, where `χ` is the occupation divided by its equilibrium value. -/
def energyFlux (a T : ℝ) (χ : ℝ → ℝ) (E : ℝ) : ℝ :=
  -(diffusionWeight a E * exp (E / T) * deriv χ E)
```

In a stationary cascade J has the same value j at every E. The band edge is held in equilibrium, so χ → 1 as E → 0, and deep levels are occupied far below equilibrium, so χ → 0 as E → ∞. This is a condition on the ratio: the occupation itself, proportional to χ(E) exp(E/T), need not vanish. The solution will turn out to be

P(E) = (1 + E/T) exp(−E/T).

```lean
/-- The profile `(1 + E/T) exp(-E/T)` as a function of binding energy. -/
def cascadeProfile (T E : ℝ) : ℝ := (1 + E / T) * exp (-(E / T))
```

## The radial integral

For r > 0 the factor r² can be taken inside the square:

r² (a/r − E)² = (a − E r)².

An antiderivative of the right-hand side is −(a − E r)³/(3E). It vanishes at r = a/E and equals −a³/(3E) at r = 0, so

B(E) = 4π a³/(3E).

Shallow states have the larger weight: the allowed volume scales as E⁻³, which outweighs the factor E² from the squared kinetic energy.

The proof follows the same route. `hcongr` replaces the integrand on the half-open interval, which excludes r = 0, `hder` checks the antiderivative, and the fundamental theorem of calculus evaluates the integral. Both `a` and `E` are assumed positive.

```lean
/-- For the Coulomb well the energy-diffusion weight is `4 π a³ / (3 E)`. -/
theorem diffusionWeight_eq {a E : ℝ} (ha : 0 < a) (hE : 0 < E) :
    diffusionWeight a E = 4 * π * a ^ 3 / (3 * E) := by
  have hE0 : E ≠ 0 := hE.ne'
  -- away from the origin the integrand is a polynomial
  have hcongr : ∫ r in (0 : ℝ)..(a / E), r ^ 2 * (a / r - E) ^ 2
      = ∫ r in (0 : ℝ)..(a / E), (a - E * r) ^ 2 := by
    refine intervalIntegral.integral_congr_ae (Eventually.of_forall fun r hr => ?_)
    rw [Set.uIoc_of_le (by positivity)] at hr
    have hr0 : r ≠ 0 := hr.1.ne'
    have h : r * (a / r - E) = a - E * r := by
      field_simp
    rw [← mul_pow, h]
  have hder : ∀ r : ℝ, HasDerivAt (fun x : ℝ => (a - E * x) ^ 3 / (-(3 * E)))
      ((a - E * r) ^ 2) r := by
    intro r
    have h1 : HasDerivAt (fun x : ℝ => a - E * x) (-E) r :=
      (((hasDerivAt_id r).const_mul E).const_sub a).congr_deriv (by ring)
    have h2 : HasDerivAt (fun x : ℝ => (a - E * x) ^ 3) (3 * (a - E * r) ^ 2 * (-E)) r :=
      (h1.fun_pow 3).congr_deriv (by norm_num)
    exact (h2.div_const (-(3 * E))).congr_deriv (by field_simp)
  have hc : Continuous fun r : ℝ => (a - E * r) ^ 2 := by fun_prop
  have hR : E * (a / E) = a := by field_simp
  rw [diffusionWeight, hcongr, intervalIntegral.integral_eq_sub_of_hasDerivAt
    (fun r _ => hder r) (hc.intervalIntegrable _ _), hR]
  ring
```

## The profile and its limits

The product rule gives

P′(E) = (1/T) exp(−E/T) − (1/T)(1 + E/T) exp(−E/T) = −(E/T²) exp(−E/T).

The two terms without a factor E cancel. `HasDerivAt` states both that the derivative exists and that it has this value.

```lean
/-- The slope of the cascade profile is `-(E/T²) exp(-E/T)`. -/
theorem cascadeProfile_hasDerivAt (T E : ℝ) :
    HasDerivAt (cascadeProfile T) (-(E / T ^ 2 * exp (-(E / T)))) E := by
  have h1 : HasDerivAt (fun x : ℝ => x / T) (1 / T) E := (hasDerivAt_id E).div_const T
  have h2 : HasDerivAt (fun x : ℝ => (1 + x / T) * exp (-(x / T)))
      (1 / T * exp (-(E / T)) + (1 + E / T) * (exp (-(E / T)) * -(1 / T))) E :=
    (h1.const_add 1).fun_mul h1.fun_neg.exp
  exact h2.congr_deriv (by ring)
```

At E = 0 the profile equals 1, and it is continuous there, so it tends to 1 at the band edge. For large E, put x = E/T and write P as exp(−x) + x exp(−x). Both terms tend to zero.

In the statement, `𝓝[>] 0` means that E approaches zero through positive values, and `atTop` means that E grows without bound. The second half of the proof takes the two limits from Mathlib's result for powers times a decaying exponential and composes them with E ↦ E/T.

```lean
/-- The cascade profile tends to one at the band edge and to zero at deep binding. -/
theorem cascadeProfile_limits {T : ℝ} (hT : 0 < T) :
    Tendsto (cascadeProfile T) (𝓝[>] 0) (𝓝 1) ∧
      Tendsto (cascadeProfile T) atTop (𝓝 0) := by
  constructor
  · have h := (cascadeProfile_hasDerivAt T 0).continuousAt.tendsto
    have h0 : cascadeProfile T 0 = 1 := by simp [cascadeProfile]
    rw [h0] at h
    exact h.mono_left nhdsWithin_le_nhds
  · have h : Tendsto (fun x : ℝ => x ^ 0 * exp (-x) + x ^ 1 * exp (-x)) atTop (𝓝 0) := by
      simpa only [add_zero] using (Real.tendsto_pow_mul_exp_neg_atTop_nhds_zero 0).add
        (Real.tendsto_pow_mul_exp_neg_atTop_nhds_zero 1)
    have hdiv : Tendsto (fun E : ℝ => E / T) atTop atTop := tendsto_id.atTop_div_const hT
    refine (h.comp hdiv).congr fun E => ?_
    show (E / T) ^ 0 * exp (-(E / T)) + (E / T) ^ 1 * exp (-(E / T))
      = (1 + E / T) * exp (-(E / T))
    ring
```

## The total resistance

With B(E) inserted, the resistance per unit energy is a multiple of the slope of P:

exp(−E/T)/B(E) = (3E/(4πa³)) exp(−E/T) = −(3T²/(4πa³)) P′(E).

Since P falls from 1 to 0, the integral of P′ over E > 0 is −1, and therefore

∫₀^∞ exp(−E/T)/B(E) dE = 3T²/(4πa³).

The theorem also states that the integrand is integrable. This matters because Lean assigns the value zero to the integral of a function that is not integrable. `hEq` is the first displayed identity, and `hneg` records that the slope of P is never positive. A function whose derivative keeps one sign and which has a finite limit at infinity has an integrable derivative, and this gives both integrability and value.

```lean
/-- The resistance to energy diffusion is integrable over all binding energies, with total
`3 T² / (4 π a³)`. -/
theorem resistance_integral {a T : ℝ} (ha : 0 < a) (hT : 0 < T) :
    IntegrableOn (fun E => exp (-(E / T)) / diffusionWeight a E) (Ioi 0) ∧
      ∫ E in Ioi (0 : ℝ), exp (-(E / T)) / diffusionWeight a E
        = 3 * T ^ 2 / (4 * π * a ^ 3) := by
  have hpi : π ≠ 0 := Real.pi_ne_zero
  -- the integrand is a multiple of the slope of the cascade profile
  have hEq : EqOn (fun E => exp (-(E / T)) / diffusionWeight a E)
      (fun E => -(3 * T ^ 2 / (4 * π * a ^ 3)) * (-(E / T ^ 2 * exp (-(E / T))))) (Ioi 0) := by
    intro E hE
    have hE' : 0 < E := hE
    show exp (-(E / T)) / diffusionWeight a E
      = -(3 * T ^ 2 / (4 * π * a ^ 3)) * (-(E / T ^ 2 * exp (-(E / T))))
    rw [diffusionWeight_eq ha hE']
    generalize exp (-(E / T)) = x
    field_simp
  have hneg : ∀ E ∈ Ioi (0 : ℝ), -(E / T ^ 2 * exp (-(E / T))) ≤ 0 := by
    intro E hE
    have hE' : 0 < E := hE
    have : 0 ≤ E / T ^ 2 * exp (-(E / T)) := by positivity
    linarith
  have hlim := (cascadeProfile_limits hT).2
  have hint := integrableOn_Ioi_deriv_of_nonpos'
    (fun E _ => cascadeProfile_hasDerivAt T E) hneg hlim
  have hval := integral_Ioi_of_hasDerivAt_of_nonpos'
    (fun E _ => cascadeProfile_hasDerivAt T E) hneg hlim
  have h0 : cascadeProfile T 0 = 1 := by simp [cascadeProfile]
  constructor
  · rw [integrableOn_congr_fun hEq measurableSet_Ioi]
    exact Integrable.const_mul hint _
  · rw [setIntegral_congr_fun measurableSet_Ioi hEq, integral_const_mul, hval, h0]
    ring
```

Taking the inverse gives

C = 4πa³/(3T²) = (4π/3) T (a/T)³.

At fixed a, this quantity falls as T⁻². The capture coefficient of a particular material also contains the phonon prefactor, proportional to T, and the normalisation of the free-carrier distribution, proportional to T^(−3/2). With both included, it falls as T^(−5/2).

```lean
/-- The capture coefficient is `(4π/3) T (a/T)³`, cubic in the Coulomb radius `a/T`. -/
theorem captureCoefficient_eq {a T : ℝ} (ha : 0 < a) (hT : 0 < T) :
    captureCoefficient a T = 4 * π / 3 * T * (a / T) ^ 3 := by
  have hpi : π ≠ 0 := Real.pi_ne_zero
  rw [captureCoefficient, (resistance_integral ha hT).2]
  field_simp
```

## Every stationary cascade has this flux

Now let χ be any stationary cascade with flux j. Constant flux fixes the slope:

χ′(E) = −j exp(−E/T)/B(E) = c P′(E), with c = j/C.

So χ − cP has zero derivative for E > 0 and is a constant. At deep binding both χ and P tend to zero, so the constant is zero. At the band edge both tend to 1, so c = 1. Hence j = C and χ = P. At a binding energy equal to T, for example, the occupation is still 2/e ≈ 0.74 of its equilibrium value, so this depth is still far from the deep limit χ = 0.

The hypotheses of the theorem correspond to the physics as follows:

- `hd`: χ is differentiable at every positive binding energy.
- `hj`: the flux has the same value `j` at every positive binding energy.
- `hedge`: the band edge is in equilibrium with the free carriers.
- `hdeep`: at deep binding the occupation becomes negligible compared with its equilibrium value.

Neither the sign of `j` nor the range of χ is assumed; both follow. The values of χ at E ≤ 0 play no part.

In the proof, `hD` is the vanishing derivative, and `hconst` turns it into a constant, using the fact that the half-line is connected and taking E = 1 as the reference point. `hzero` uses the deep limit and `hone` the band-edge limit.

```lean
/-- A stationary cascade, whose occupation relative to equilibrium tends to one at the band edge and
to zero at deep binding, carries the flux `(4π/3) T (a/T)³` and has the profile `(1 + E/T)
exp(-E/T)`. -/
theorem stationary_cascade {a T j : ℝ} (ha : 0 < a) (hT : 0 < T) {χ : ℝ → ℝ}
    (hd : ∀ E, 0 < E → DifferentiableAt ℝ χ E)
    (hj : ∀ E, 0 < E → energyFlux a T χ E = j)
    (hedge : Tendsto χ (𝓝[>] 0) (𝓝 1)) (hdeep : Tendsto χ atTop (𝓝 0)) :
    j = 4 * π / 3 * T * (a / T) ^ 3 ∧ ∀ E, 0 < E → χ E = cascadeProfile T E := by
  have hpi : π ≠ 0 := Real.pi_ne_zero
  have hK : 4 * π / 3 * T * (a / T) ^ 3 ≠ 0 := by positivity
  obtain ⟨c, hc⟩ : ∃ c, c = j / (4 * π / 3 * T * (a / T) ^ 3) := ⟨_, rfl⟩
  -- constant flux fixes the slope of χ up to the factor c
  have hD : ∀ E, 0 < E → HasDerivAt (fun x => χ x - c * cascadeProfile T x) 0 E := by
    intro E hE
    refine ((hd E hE).hasDerivAt.fun_sub
      ((cascadeProfile_hasDerivAt T E).const_mul c)).congr_deriv ?_
    rw [hc, ← hj E hE, energyFlux, diffusionWeight_eq ha hE, Real.exp_neg]
    have hx : exp (E / T) ≠ 0 := Real.exp_ne_zero _
    generalize exp (E / T) = x at hx ⊢
    generalize deriv χ E = d
    field_simp
    ring
  have hconst : ∀ E, 0 < E →
      χ E - c * cascadeProfile T E = χ 1 - c * cascadeProfile T 1 := by
    intro E hE
    exact isOpen_Ioi.is_const_of_deriv_eq_zero (convex_Ioi (0 : ℝ)).isPreconnected
      (fun x hx => (hD x hx).differentiableAt.differentiableWithinAt)
      (fun x hx => (hD x hx).deriv) (Set.mem_Ioi.mpr hE)
      (Set.mem_Ioi.mpr (zero_lt_one : (0 : ℝ) < 1))
  -- the deep limit makes the constant vanish
  have hzero : χ 1 - c * cascadeProfile T 1 = 0 := by
    have h1 := hdeep.sub ((cascadeProfile_limits hT).2.const_mul c)
    have h2 := h1.congr' ((eventually_gt_atTop (0 : ℝ)).mono hconst)
    have h3 := tendsto_nhds_unique tendsto_const_nhds h2
    linarith
  -- the band-edge limit gives c = 1
  have hone : c = 1 := by
    have h1 := hedge.sub ((cascadeProfile_limits hT).1.const_mul c)
    have he : (fun E => χ E - c * cascadeProfile T E) =ᶠ[𝓝[>] (0 : ℝ)]
        fun _ => χ 1 - c * cascadeProfile T 1 := by
      filter_upwards [self_mem_nhdsWithin] with E hE
      exact hconst E (Set.mem_Ioi.mp hE)
    have h2 := h1.congr' he
    have h3 := tendsto_nhds_unique tendsto_const_nhds h2
    linarith
  constructor
  · rw [hone] at hc
    exact (div_eq_one_iff_eq hK).mp hc.symm
  · intro E hE
    have h := hconst E hE
    rw [hzero, hone] at h
    linarith
```

The condition at deep binding is needed. Without it, χ(E) = 1 for all E meets the three remaining hypotheses with j = 0. This is thermal equilibrium: the bound levels are full to their equilibrium value, as many carriers leave as arrive, and there is no net capture.

## The profile is itself a cascade

The previous theorem would say little if no function met its hypotheses. The profile P does. Its flux is

−B(E) exp(E/T) P′(E) = (4πa³/(3E)) · (E/T²) = 4πa³/(3T²) = C.

The exponentials cancel, and so does E, so the flux is the same at every depth. The theorem states this with `captureCoefficient a T` on the right-hand side, which ties the inverse integral to an actual flux. The proof inserts the known slope, weight and coefficient and simplifies.

```lean
/-- The profile `(1 + E/T) exp(-E/T)` is a stationary cascade: it is differentiable, its flux
equals the capture coefficient at every binding energy, and it has the limits one and zero. -/
theorem stationary_cascade_witness {a T : ℝ} (ha : 0 < a) (hT : 0 < T) :
    (∀ E, 0 < E → DifferentiableAt ℝ (cascadeProfile T) E) ∧
      (∀ E, 0 < E → energyFlux a T (cascadeProfile T) E = captureCoefficient a T) ∧
      Tendsto (cascadeProfile T) (𝓝[>] 0) (𝓝 1) ∧
      Tendsto (cascadeProfile T) atTop (𝓝 0) := by
  refine ⟨fun E _ => (cascadeProfile_hasDerivAt T E).differentiableAt, fun E hE => ?_,
    cascadeProfile_limits hT⟩
  rw [energyFlux, (cascadeProfile_hasDerivAt T E).deriv, diffusionWeight_eq ha hE,
    captureCoefficient_eq ha hT, Real.exp_neg]
  have hx : exp (E / T) ≠ 0 := Real.exp_ne_zero _
  generalize exp (E / T) = x at hx ⊢
  field_simp

end

end CascadeCapture
```

## What the model leaves out

The description by diffusion in energy is itself an assumption: each phonon must change the carrier's energy by little compared with T, and the bound levels must lie close enough together to be treated as a continuum. Optical phonons, which remove a large energy in one step, are not described. The potential is −a/r at all distances, without screening by other carriers and without a short-range core. The weight also presupposes an isotropic parabolic band in three dimensions.

## Capture completed at a finite depth

The same argument applies when carriers are removed at a finite binding energy E₀ > 0, for instance by fast recombination from a level at that depth. The condition at infinity is then replaced by χ(E₀) = 0, and the resistance is integrated only up to E₀:

∫₀^{E₀} exp(−E/T)/B(E) dE = (3T²/(4πa³)) [1 − P(E₀)].

The flux becomes

j = C / [1 − (1 + E₀/T) exp(−E₀/T)].

It is larger than C, because the carriers have less far to diffuse, and it approaches C once E₀ is several times T. This variant is derived here by hand only.

```lean
#print axioms CascadeCapture.captureCoefficient_eq
-- 'CascadeCapture.captureCoefficient_eq' depends on axioms: [propext, Classical.choice, Quot.sound]
#print axioms CascadeCapture.stationary_cascade
-- 'CascadeCapture.stationary_cascade' depends on axioms: [propext, Classical.choice, Quot.sound]
```
